# Open-circuit thermal conductivity and Lorenz ratio of a linear charged-fluid model with momentum drag

The fluid in this note is a list of six independent real numbers, with no equation of state linking them: temperature $T$, entropy density $s$, chemical potential $m$, charge density $n$, intrinsic conductivity $c$ and momentum drag coefficient $d$. Only $T$, $c$ and $d$ are required to be positive. A statement about changing the density therefore compares two such lists and has to say which quantities agree between them. Here these are $T$, $c$, $d$ and the enthalpy density
$$H = Ts + mn .$$

## Heat conduction at zero charge current

Let $E$ be the electric field, $g=-\nabla T$ the thermal drive and $u$ the flow velocity, all taken as components along one direction. In steady flow the drag balances the driving forces,
$$d\,u = nE + sg ,$$
and the charge and heat currents are
$$J = nu + c\left(E-\frac{mg}{T}\right),\qquad Q = Tsu - mc\left(E-\frac{mg}{T}\right).$$

The coefficient $d$ stands for the loss of momentum to impurities and the lattice. The coefficient $c$ stands for charge transport relative to the moving fluid, which in a Dirac fluid can persist at zero net charge because electrons and holes drift in opposite directions.

If $J=0$, then
$$Q=\kappa g,\qquad \kappa=\frac{cH^2}{T(cd+n^2)} .$$
At fixed $T$, $c$, $d$ and fixed nonzero $H$, $\kappa$ falls strictly as $|n|$ grows. With the isothermal conductivity $\sigma=c+n^2/d$, the Lorenz ratio is
$$\frac{\kappa}{T\sigma}=\frac{H^2}{T^2cd}\,\frac{1}{\left(1+n^2/(cd)\right)^2}.$$

The Wiedemann–Franz law assigns this ratio the value $(\pi^2/3)(k_B/e)^2$ in a degenerate metal with elastic scattering. That value is not derived here; it can be inserted as a threshold $B$. At $n=0$ the ratio exceeds $B$ exactly when $Bcd<s^2$. For electron hydrodynamics, such as that of graphene near neutrality, this shows how a large Lorenz ratio can arise within a linear model that has a single velocity and prescribed coefficients.

The formulas hold in SI units if $n$ is charge per volume and $m$ is energy per charge; for a sheet such as graphene, the densities and transport coefficients are the two-dimensional ones. The zero of $m$ matters: when $n\ne0$, shifting it changes $H$ and, in general, $\kappa$. For graphene, $m$ is measured from the Dirac point. If the chemical potential varies in space, $E$ should be read as the electrochemical field, which includes $-\nabla m$.

## Checking a transport solver against the closed form

A code that solves these equations for a uniform fluid can compare its heat current with $\kappa g$, provided that it imposes $J=0$ and leaves $E$ free. Imposing $E=0$ gives the coefficient $Ts^2/d+m^2c/T$ instead, which in general differs from $\kappa$ and comes with a nonzero charge current. At $m=n=0$ the two coefficients coincide.

A convenient set of values is $T=m=n=c=d=1$, $s=2$ and $g=1$. Then $H=3$, and the open-circuit solution is $u=3/2$, $E=-1/2$ and $Q=9/2$, whereas $E=0$ would give $Q=5$. Since $m$ and $n$ are both nonzero, this case also tests the signs of the thermoelectric terms. The conductivity is $\sigma=2$ and the Lorenz ratio is $9/4$.

An iterative solver usually leaves a small residual in $J$. The currents above satisfy $Q=Hu-mJ$ for any $u$, $E$ and $g$, so the residual shifts $Q$ away from $Hu$ by exactly $-mJ$. It helps to print $J$ and both sides of this identity. If the sides agree but $J$ is not small, the open-circuit condition has not converged; if they disagree beyond rounding, the coded currents are inconsistent with each other or with $H$. Agreement does not exclude an error shared by both currents, such as a wrong sign of $mg/T$.

In a density sweep, the decrease of $\kappa$ with $|n|$ is guaranteed if $T$, $c$, $d$ and a nonzero $H$ are held fixed, but it can fail if $H$ varies. With $T=s=c=d=1$ and a chemical potential that follows the density as $m=n$, the enthalpy density is $H=1+n^2$, and $\kappa=1+n^2$ rises from $1$ at $n=0$ to $2$ at $n=1$.

## Solving for the velocity and the field

The unknowns are $u$ and $E$; the thermal drive $g$ is given. The two conditions are
$$du-nE=sg,\qquad nu+cE=\frac{cmg}{T}.$$
Multiply the first by $c$, the second by $n$, and add. The field cancels:
$$(cd+n^2)u=csg+\frac{ncmg}{T}=\frac{cHg}{T}.$$
Next multiply the second by $d$ and subtract $n$ times the first. The velocity cancels:
$$(cd+n^2)E=\frac{cdmg}{T}-nsg=\frac{(cdm-Tns)g}{T}.$$
Because $c,d>0$, the factor $cd+n^2$ is positive, and division gives
$$u=\frac{cHg}{T(cd+n^2)},\qquad E=\frac{(cdm-Tns)g}{T(cd+n^2)}.$$

These values do satisfy both conditions. In the force balance,
$$du-nE=\frac{\left(cdTs+cdmn-cdmn+Tn^2s\right)g}{T(cd+n^2)}=sg,$$
and in the charge condition,
$$nu+cE=\frac{\left(cnTs+cmn^2+c^2dm-cnTs\right)g}{T(cd+n^2)}=\frac{cmg}{T}.$$
Hence there is exactly one open-circuit steady state for each $g$.

For the heat current, $J=0$ means $c(E-mg/T)=-nu$. Substitution gives
$$Q=Tsu+mnu=Hu=\frac{cH^2}{T(cd+n^2)}\,g .$$

Now take two fluids $F$ and $G$ with the same $T$, $c$, $d$ and $H\ne0$, and with $|n_F|<|n_G|$. Then $n_F^2<n_G^2$, so
$$0<T(cd+n_F^2)<T(cd+n_G^2).$$
The numerator $cH^2$ is positive and common to both, so $\kappa_G<\kappa_F$. If $H=0$, both conductivities vanish and there is no strict decrease.

At uniform temperature $g=0$, so $u=nE/d$ and
$$J=\frac{n^2}{d}E+cE=\sigma E,\qquad \sigma=\frac{cd+n^2}{d}.$$
The Lorenz ratio follows as
$$\frac{\kappa}{T\sigma}=\frac{cdH^2}{T^2(cd+n^2)^2}.$$
Writing $cd+n^2=cd\,(1+n^2/(cd))$ turns this into the form given earlier. At $n=0$ the enthalpy density is $H=Ts$, so the ratio is $s^2/(cd)$. Multiplying $B<s^2/(cd)$ by the positive number $cd$ gives $Bcd<s^2$, and division reverses the step.

## The Lean file

```lean
import Mathlib

namespace DiracFluidTransport

noncomputable section

/-- A charged fluid with temperature `T`, entropy density `s`, chemical potential `m`,
charge density `n`, intrinsic conductivity `c` and momentum drag coefficient `d`. -/
structure DiracFluid where
  T : ℝ
  s : ℝ
  m : ℝ
  n : ℝ
  c : ℝ
  d : ℝ
  T_pos : 0 < T
  c_pos : 0 < c
  d_pos : 0 < d

/-- The enthalpy density `H = T s + m n`. -/
def DiracFluid.enthalpy (F : DiracFluid) : ℝ := F.T * F.s + F.m * F.n

/-- Steady flow at velocity `u`: drag balances the force of the electric field `E` and of
the thermal drive `g`, which is minus the temperature gradient. -/
def DiracFluid.ForceBalance (F : DiracFluid) (u E g : ℝ) : Prop :=
  F.d * u = F.n * E + F.s * g

/-- The charge current: convection plus the intrinsic current relative to the fluid. -/
def DiracFluid.chargeCurrent (F : DiracFluid) (u E g : ℝ) : ℝ :=
  F.n * u + F.c * (E - F.m * g / F.T)

/-- The heat current: the convected heat `T s u` plus the heat carried by the intrinsic current. -/
def DiracFluid.heatCurrent (F : DiracFluid) (u E g : ℝ) : ℝ :=
  F.T * F.s * u - F.m * F.c * (E - F.m * g / F.T)

/-- The expression `c H² / (T (c d + n²))` for the open-circuit thermal conductivity. -/
def DiracFluid.kappa (F : DiracFluid) : ℝ :=
  F.c * F.enthalpy ^ 2 / (F.T * (F.c * F.d + F.n ^ 2))

/-- The expression `c + n² / d` for the isothermal electrical conductivity. -/
def DiracFluid.sigma (F : DiracFluid) : ℝ := F.c + F.n ^ 2 / F.d

/-- The Lorenz ratio `κ / (T σ)`. -/
def DiracFluid.lorenz (F : DiracFluid) : ℝ := F.kappa / (F.T * F.sigma)

/-- For every thermal drive there is exactly one steady state without charge current, with
the velocity and the electric field given here. -/
theorem open_circuit_iff (F : DiracFluid) (u E g : ℝ) :
    (F.ForceBalance u E g ∧ F.chargeCurrent u E g = 0) ↔
      (u = F.c * F.enthalpy * g / (F.T * (F.c * F.d + F.n ^ 2)) ∧
        E = (F.c * F.d * F.m - F.T * F.n * F.s) * g / (F.T * (F.c * F.d + F.n ^ 2))) := by
  have hT := F.T_pos
  have hc := F.c_pos
  have hd := F.d_pos
  have hD : F.c * F.d + F.n ^ 2 ≠ 0 := by positivity
  have hTD : F.T * (F.c * F.d + F.n ^ 2) ≠ 0 := mul_ne_zero hT.ne' hD
  unfold DiracFluid.ForceBalance DiracFluid.chargeCurrent DiracFluid.enthalpy
  constructor
  · rintro ⟨b, j⟩
    have h : F.T * (F.m * g / F.T) = F.m * g := by
      field_simp
    generalize F.m * g / F.T = x at h j
    -- eliminate the field, then the velocity, from the two linear equations
    constructor
    · rw [eq_div_iff hTD]
      linear_combination F.T * F.c * b + F.T * F.n * j + F.n * F.c * h
    · rw [eq_div_iff hTD]
      linear_combination F.T * F.d * j - F.T * F.n * b + F.d * F.c * h
  · rintro ⟨rfl, rfl⟩
    constructor
    · field_simp
      ring
    · field_simp
      ring

/-- Without charge current, the heat current is the enthalpy density times the velocity. -/
theorem heat_eq_enthalpy_flow (F : DiracFluid) (u E g : ℝ)
    (hJ : F.chargeCurrent u E g = 0) :
    F.heatCurrent u E g = F.enthalpy * u := by
  unfold DiracFluid.chargeCurrent at hJ
  unfold DiracFluid.heatCurrent DiracFluid.enthalpy
  linear_combination (-F.m) * hJ

/-- In a steady state without charge current, the heat current is
`c H² / (T (c d + n²))` times the thermal drive. -/
theorem open_circuit_heat_current (F : DiracFluid) (u E g : ℝ)
    (hb : F.ForceBalance u E g) (hJ : F.chargeCurrent u E g = 0) :
    F.heatCurrent u E g = F.kappa * g := by
  have hu := ((open_circuit_iff F u E g).1 ⟨hb, hJ⟩).1
  rw [heat_eq_enthalpy_flow F u E g hJ, hu]
  unfold DiracFluid.kappa
  ring

/-- For two fluids with equal temperature, intrinsic conductivity, drag and nonzero enthalpy
density, the one with the larger charge density in magnitude has the smaller thermal
conductivity. -/
theorem kappa_lt_of_density_lt (F G : DiracFluid) (hT : F.T = G.T) (hc : F.c = G.c)
    (hd : F.d = G.d) (hH : F.enthalpy = G.enthalpy) (hG : G.enthalpy ≠ 0)
    (hn : |F.n| < |G.n|) : G.kappa < F.kappa := by
  have h1 := G.T_pos
  have h2 := G.c_pos
  have h3 := G.d_pos
  have hsq : F.n ^ 2 < G.n ^ 2 := sq_lt_sq.mpr hn
  unfold DiracFluid.kappa
  rw [hT, hc, hd, hH]
  -- equal numerators, so only the denominators matter
  apply div_lt_div_of_pos_left
  · positivity
  · positivity
  · exact mul_lt_mul_of_pos_left (by linarith) h1

/-- In steady flow at uniform temperature, the charge current is `c + n² / d` times the
electric field. -/
theorem isothermal_charge_current (F : DiracFluid) (u E : ℝ)
    (hb : F.ForceBalance u E 0) : F.chargeCurrent u E 0 = F.sigma * E := by
  unfold DiracFluid.ForceBalance at hb
  have hu : u = F.n * E / F.d := by
    rw [eq_div_iff F.d_pos.ne']
    linear_combination hb
  unfold DiracFluid.chargeCurrent DiracFluid.sigma
  rw [hu]
  simp only [mul_zero, zero_div, sub_zero]
  ring

/-- The Lorenz ratio is `H² / (T² c d)` divided by the square of `1 + n² / (c d)`. -/
theorem lorenz_eq (F : DiracFluid) :
    F.lorenz = F.enthalpy ^ 2 / (F.T ^ 2 * (F.c * F.d)) /
      (1 + F.n ^ 2 / (F.c * F.d)) ^ 2 := by
  have hT := F.T_pos
  have hc := F.c_pos
  have hd := F.d_pos
  have hD : F.c * F.d + F.n ^ 2 ≠ 0 := by positivity
  have h1 : F.sigma = (F.c * F.d + F.n ^ 2) / F.d := by
    unfold DiracFluid.sigma
    field_simp
  have h2 : 1 + F.n ^ 2 / (F.c * F.d) = (F.c * F.d + F.n ^ 2) / (F.c * F.d) := by
    field_simp
  unfold DiracFluid.lorenz DiracFluid.kappa
  rw [h1, h2]
  field_simp

/-- At charge neutrality the Lorenz ratio exceeds a given value `B` exactly when
`B c d < s²`. -/
theorem neutral_lorenz_gt_iff (F : DiracFluid) (hn : F.n = 0) (B : ℝ) :
    B < F.lorenz ↔ B * (F.c * F.d) < F.s ^ 2 := by
  have hT := F.T_pos
  have hc := F.c_pos
  have hd := F.d_pos
  have hL : F.lorenz = F.s ^ 2 / (F.c * F.d) := by
    rw [lorenz_eq, DiracFluid.enthalpy, hn]
    simp only [mul_zero, add_zero, ne_eq, OfNat.ofNat_ne_zero, not_false_eq_true,
      zero_pow, zero_div, one_pow, div_one]
    field_simp
  rw [hL, lt_div_iff₀ (mul_pos hc hd)]

end

end DiracFluidTransport
```

```lean
#print axioms DiracFluidTransport.open_circuit_heat_current
#print axioms DiracFluidTransport.kappa_lt_of_density_lt
#print axioms DiracFluidTransport.isothermal_charge_current
#print axioms DiracFluidTransport.neutral_lorenz_gt_iff
```

```
'DiracFluidTransport.open_circuit_heat_current' depends on axioms: [propext, Classical.choice, Quot.sound]
'DiracFluidTransport.kappa_lt_of_density_lt' depends on axioms: [propext, Classical.choice, Quot.sound]
'DiracFluidTransport.isothermal_charge_current' depends on axioms: [propext, Classical.choice, Quot.sound]
'DiracFluidTransport.neutral_lorenz_gt_iff' depends on axioms: [propext, Classical.choice, Quot.sound]
```

## What the Lean statements say about the fluid

`DiracFluid` holds the six numbers together with proofs that $T$, $c$ and $d$ are positive. The entropy density $s$ may be any real number, although a physical fluid has $s\ge0$. Velocity, field and thermal drive are not part of the record; they enter each theorem as real variables. `ForceBalance` is the steady-state condition, and `chargeCurrent` and `heatCurrent` are the two constitutive relations. All three are postulated, not obtained from a kinetic equation.

The names `kappa` and `sigma` first denote algebraic expressions only. Their transport meaning comes from theorems:

- `open_circuit_heat_current` says that force balance and zero charge current imply $Q=\kappa g$.
- `isothermal_charge_current` says that force balance with $g=0$ implies $J=\sigma E$.

`open_circuit_iff` is an equivalence: the two physical conditions hold if and only if $u$ and $E$ have the stated values. It thus supplies both the existence and the uniqueness of the state to which the conductivity refers.

`kappa_lt_of_density_lt` takes two fluids `F` and `G`, with equalities for $T$, $c$, $d$ and $H$ as hypotheses. Their entropy densities and chemical potentials may differ. In a real material $c$ and $d$ generally change with density as well, so a measured curve need not follow this comparison.

`lorenz_eq` holds at every density. `neutral_lorenz_gt_iff` assumes $n=0$ and allows any real threshold $B$; it does not require $m=0$, since $m$ drops out of $H$ at neutrality.

The model contains no viscosity, boundaries, magnetic field or time dependence, and no heat carried by phonons. A simulation that includes any of these need not reproduce the formulas unless the extra contributions are negligible or have been subtracted.

## How the proof follows the elimination

In `open_circuit_iff`, the forward direction replaces the quotient $mg/T$ by a variable $x$ and keeps the relation $Tx=mg$. After the denominators are cleared, `linear_combination` receives the multipliers of the derivation above. For the velocity these are $c$ times the force balance plus $n$ times the charge condition; for the field they are $d$ times the charge condition minus $n$ times the force balance. An overall factor $T$ and a multiple of $Tx=mg$ account for the quotient. The reverse direction inserts the explicit values, and `field_simp` followed by `ring` verifies both equations.

`heat_eq_enthalpy_flow` adds $-m$ times the equation $J=0$, which is the identity $Q=Hu-mJ$ at zero current. It needs no force balance. `open_circuit_heat_current` then inserts the velocity from the equivalence.

For the density comparison, `sq_lt_sq` converts $|n_F|<|n_G|$ into an inequality between squares. The lemma `div_lt_div_of_pos_left` reduces the claim to three facts: the common numerator is positive, the smaller denominator is positive, and the denominators are ordered. The assumption $H\ne0$ is used for the first of these.

`isothermal_charge_current` solves the force balance for $u$ and substitutes it. `lorenz_eq` puts $\sigma$ and $1+n^2/(cd)$ over common denominators before simplifying. `neutral_lorenz_gt_iff` specialises that formula to $s^2/(cd)$ and uses `lt_div_iff₀` to multiply the inequality by the positive product $cd$.

These are identities and inequalities over the real numbers. They fix the value that a solver should approach, while rounding error and convergence in floating-point arithmetic have to be assessed separately.
